# A dark space of dimension at least g − e for g degenerate ground levels coupled to e excited levels

Let $g$ ground levels share the energy zero, with no coupling among themselves, and let a complex $g\times e$ matrix $V$ couple them to $e$ excited levels. The Hamiltonian is

$$H=\begin{pmatrix}0&V\\ V^\dagger&D\end{pmatrix},$$

where $D$ is any complex $e\times e$ matrix. The vectors that have no excited amplitude and satisfy $H\psi=0$ form a subspace, the dark space, whose dimension $d$ obeys $g\le d+e$. The propagator $U(t)=\exp(-itH)$, in units with $\hbar=1$, leaves each of these vectors unchanged at every real time $t$.

Such states underlie coherent population trapping. Only the states themselves are treated here, for a finite number of levels with constant couplings and exactly degenerate ground levels, and not the process by which population collects in them.

## Counting the superpositions that do not couple

Write a vector as $\psi=(c,x)$, with ground amplitudes $c_i$ and excited amplitudes $x_j$. If $x=0$, block multiplication gives

$$H\begin{pmatrix}c\\0\end{pmatrix}=\begin{pmatrix}0\cdot c+V\cdot 0\\ V^\dagger c+D\cdot 0\end{pmatrix}=\begin{pmatrix}0\\ V^\dagger c\end{pmatrix}.$$

The block $D$ has dropped out, because it acts only on excited amplitudes and there are none. A ground-supported vector is therefore dark exactly when $V^\dagger c=0$, that is, when

$$\sum_i V_{ij}^{*}\,c_i=0\qquad\text{for every excited level } j.$$

For each excited level, the contributions arriving from the different ground levels cancel.

The dark space is thus a copy of $\ker V^\dagger$ inside the full space. The matrix $V^\dagger$ acts on a space of dimension $g$, and it has the same rank as $V$, so the rank-nullity theorem gives

$$d+\operatorname{rank}V=g.$$

Since $V$ has $e$ columns, $\operatorname{rank}V\le e$, and hence $g\le d+e$. Equality holds exactly when $\operatorname{rank}V=e$, which means that the columns of $V$ are linearly independent. If $g\le e$ the bound says nothing, and the dark space may contain only the zero vector.

## Why a dark vector stays put, and why nothing else stays unexcited

Differentiating the exponential series term by term gives

$$\frac{d}{dt}\,U(t)\psi=U(t)\,(-iH\psi).$$

For a dark vector $H\psi=0$, so this derivative vanishes at all times. The evolved vector is constant and equals its initial value $U(0)\psi=\psi$.

Conversely, suppose that the excited amplitudes of $U(t)\psi$ vanish at every $t$. At $t=0$ this says that $\psi=(c,0)$. The excited amplitudes are constant in time, so their derivative at $t=0$ is zero. By the formula above that derivative is also the excited part of $-iH\psi$, namely $-iV^\dagger c$. Hence $V^\dagger c=0$, and $\psi$ is dark.

The smallest familiar case is the Lambda system, with two ground levels and one excited level. Let the couplings be $V=(a,b)^T$. The condition reads $a^*c_1+b^*c_2=0$, and it is solved by $c=(b^*,-a^*)$. If $a$ and $b$ are not both zero, the normalised dark state is

$$\frac{1}{\sqrt{|a|^2+|b|^2}}\begin{pmatrix}b^*\\-a^*\\0\end{pmatrix},$$

and it spans the dark space, since then $\operatorname{rank}V=1$ and $d=2-1=1$.

## The Hamiltonian and the dark space in Lean

The levels are labelled by two finite types, called `g` and `e` in the code. The numbers written $g$ and $e$ above are their cardinalities, `Fintype.card g` and `Fintype.card e`. Either type may be empty.

```lean
import Mathlib

open Matrix
open scoped ComplexOrder Matrix.Norms.Operator

namespace DarkStates

noncomputable section

variable {g e : Type*} [Fintype g] [Fintype e]
```

The full set of levels is the disjoint union `g ⊕ e`. A ground level has the form `Sum.inl i` and an excited level the form `Sum.inr j`. The definition of `hamiltonian` is the block matrix above, with `Vᴴ` for $V^\dagger$.

```lean
/-- The Hamiltonian with a zero ground block, coupling `V`, its adjoint, and an arbitrary
excited block `D`. -/
def hamiltonian (V : Matrix g e ℂ) (D : Matrix e e ℂ) : Matrix (g ⊕ e) (g ⊕ e) ℂ :=
  Matrix.fromBlocks 0 V Vᴴ D
```

The zero block stands for a physical condition: the ground levels are degenerate, in a rotating frame if the couplings come from oscillating fields, and their common energy is taken as the origin. The diagonal of `D` is then measured from that energy. Ground levels whose energies differ in the frame used are not covered, nor are couplings that vary in time in that frame. The excited levels may have different detunings, since `D` is arbitrary.

There is no hypothesis that `D` is Hermitian. A Hermitian `D` describes a closed system, whereas a non-Hermitian one can describe the loss of amplitude from the excited levels. The return of decayed population to the ground levels is not part of the model, and neither is dephasing between them.

The dark space is defined by the two physical conditions themselves and not by the kernel of $V^\dagger$.

```lean
/-- The dark space: vectors without excited amplitude that are killed by the Hamiltonian. -/
def darkSpace (V : Matrix g e ℂ) (D : Matrix e e ℂ) : Submodule ℂ (g ⊕ e → ℂ) where
  carrier := {ψ | (∀ j, ψ (Sum.inr j) = 0) ∧ hamiltonian V D *ᵥ ψ = 0}
  zero_mem' := ⟨fun _ => rfl, Matrix.mulVec_zero _⟩
  add_mem' := by
    rintro a b ⟨ha, ha'⟩ ⟨hb, hb'⟩
    exact ⟨fun j => by simp [ha j, hb j], by rw [Matrix.mulVec_add, ha', hb', add_zero]⟩
  smul_mem' := by
    rintro z a ⟨ha, ha'⟩
    exact ⟨fun j => by simp [ha j], by rw [Matrix.mulVec_smul, ha', smul_zero]⟩
```

The fields after `carrier` show that these conditions survive addition and multiplication by complex numbers, so the dark vectors really do form a complex subspace. Its elements need not be normalised, and zero is among them. A null vector of $H$ that has some excited amplitude is not counted as dark.

The propagator is the matrix exponential of $t(-iH)$, with `t` real.

```lean
/-- The propagator `exp(-itH)` at real time `t`. -/
def propagator {n : Type*} [Fintype n] [DecidableEq n] (H : Matrix n n ℂ) (t : ℝ) :
    Matrix n n ℂ :=
  NormedSpace.exp (t • ((-Complex.I) • H))
```

## Reducing darkness to the adjoint coupling

In the code, `Sum.elim c 0` is the vector with ground amplitudes `c` and zero excited amplitudes. The first theorem is the block multiplication carried out above, and `Matrix.fromBlocks_mulVec` supplies the rule for multiplying by blocks.

```lean
/-- On a ground-supported vector `c` the Hamiltonian produces only the excited
component `Vᴴ c`. -/
theorem hamiltonian_mulVec_ground (V : Matrix g e ℂ) (D : Matrix e e ℂ) (c : g → ℂ) :
    hamiltonian V D *ᵥ Sum.elim c 0 = Sum.elim (0 : g → ℂ) (Vᴴ *ᵥ c) := by
  simp [hamiltonian, Matrix.fromBlocks_mulVec]
```

A short lemma says that a vector without excited amplitude is recovered from its ground part `ψ ∘ Sum.inl` by filling in zeros. It is proved by checking ground and excited components separately.

```lean
omit [Fintype g] [Fintype e] in
/-- A vector without excited amplitude is its ground part extended by zero. -/
lemma eq_ground_part {ψ : g ⊕ e → ℂ} (h : ∀ j, ψ (Sum.inr j) = 0) :
    ψ = Sum.elim (ψ ∘ Sum.inl) 0 := by
  funext x
  cases x with
  | inl i => rfl
  | inr j => exact h j
```

Together these give the criterion $V^\dagger c=0$. In the forward direction, $\psi$ is rewritten as its extended ground part, $H\psi$ is replaced by $(0,V^\dagger c)$, and the excited component `Sum.inr j` of the resulting equation is read off. In the reverse direction, $V^\dagger c=0$ makes both parts of $H\psi$ vanish.

```lean
/-- A vector is dark exactly when it has no excited amplitude and its ground part is
annihilated by the adjoint coupling. -/
theorem mem_darkSpace_iff (V : Matrix g e ℂ) (D : Matrix e e ℂ) (ψ : g ⊕ e → ℂ) :
    ψ ∈ darkSpace V D ↔ (∀ j, ψ (Sum.inr j) = 0) ∧ Vᴴ *ᵥ (ψ ∘ Sum.inl) = 0 := by
  constructor
  · rintro ⟨h0, h⟩
    refine ⟨h0, ?_⟩
    rw [eq_ground_part h0, hamiltonian_mulVec_ground] at h
    funext j
    exact congrFun h (Sum.inr j)
  · rintro ⟨h0, h⟩
    refine ⟨h0, ?_⟩
    rw [eq_ground_part h0, hamiltonian_mulVec_ground, h]
    funext x
    cases x <;> rfl
```

## The exact dimension

The next theorem states $d+\operatorname{rank}V=g$, where `Module.finrank ℂ` is the complex dimension.

```lean
/-- The dimension of the dark space plus the rank of the coupling is the number of
ground levels. -/
theorem finrank_darkSpace_add_rank (V : Matrix g e ℂ) (D : Matrix e e ℂ) :
    Module.finrank ℂ (darkSpace V D) + V.rank = Fintype.card g := by
  -- restriction to the ground levels identifies the dark space with the kernel of `Vᴴ`
  let E : darkSpace V D ≃ₗ[ℂ] LinearMap.ker (Vᴴ.mulVecLin) :=
    { toFun := fun ψ => ⟨ψ.1 ∘ Sum.inl,
        LinearMap.mem_ker.2 ((mem_darkSpace_iff V D ψ.1).1 ψ.2).2⟩
      map_add' := fun _ _ => rfl
      map_smul' := fun _ _ => rfl
      invFun := fun c => ⟨Sum.elim c.1 0,
        (mem_darkSpace_iff V D _).2 ⟨fun _ => rfl, LinearMap.mem_ker.1 c.2⟩⟩
      left_inv := fun ψ => Subtype.ext (eq_ground_part ψ.2.1).symm
      right_inv := fun _ => rfl }
  have h1 := E.finrank_eq
  have h2 := LinearMap.finrank_range_add_finrank_ker (Vᴴ.mulVecLin)
  have h3 : Module.finrank ℂ (LinearMap.range (Vᴴ.mulVecLin)) = V.rank :=
    Matrix.rank_conjTranspose V
  rw [Module.finrank_fintype_fun_eq_card] at h2
  omega
```

The map `E` is the identification of the dark space with $\ker V^\dagger$. It restricts a dark vector to the ground levels, and its inverse extends a kernel vector by zero. The criterion just proved ensures that both maps land where they should. Three facts then enter: `h1` says that the two spaces have equal dimension, `h2` is rank-nullity for $V^\dagger$, and `h3` is the equality of the ranks of $V^\dagger$ and $V$. What remains is arithmetic with natural numbers, which `omega` settles.

The case of equality follows by the same arithmetic. The statement is written as $d+e=g$, because subtraction of natural numbers in Lean stops at zero and would hide the case $g<e$.

```lean
/-- The dark space has dimension exactly `g - e`, written additively, if and only if the
coupling has rank `e`. -/
theorem finrank_darkSpace_minimal_iff (V : Matrix g e ℂ) (D : Matrix e e ℂ) :
    Module.finrank ℂ (darkSpace V D) + Fintype.card e = Fintype.card g ↔
      V.rank = Fintype.card e := by
  have h := finrank_darkSpace_add_rank V D
  omega
```

## The time derivative of an evolved vector

The formula for the derivative of $U(t)\psi$ is proved for any finite square matrix `H`, Hermitian or not. `HasDerivAt f f' t` says that `f` is differentiable at `t` with derivative `f'`.

```lean
/-- The evolved vector `exp(-itH) ψ` has time derivative `exp(-itH) (-iH ψ)`. -/
theorem hasDerivAt_propagator {n : Type*} [Fintype n] [DecidableEq n]
    (H : Matrix n n ℂ) (ψ : n → ℂ) (t : ℝ) :
    HasDerivAt (fun s : ℝ => propagator H s *ᵥ ψ)
      (propagator H t *ᵥ (((-Complex.I) • H) *ᵥ ψ)) t := by
  -- applying a matrix to a fixed vector is a continuous linear map
  let L : Matrix n n ℂ →ₗ[ℝ] (n → ℂ) :=
    { toFun := fun X => X *ᵥ ψ
      map_add' := fun X Y => Matrix.add_mulVec X Y ψ
      map_smul' := fun r X => by
        ext i
        simp [Matrix.mulVec, dotProduct, Finset.mul_sum, mul_assoc] }
  have h := (LinearMap.toContinuousLinearMap L).hasFDerivAt.comp_hasDerivAt t
    (hasDerivAt_exp_smul_const (𝕂 := ℝ) (x := (-Complex.I) • H) (t := t))
  rw [Matrix.mulVec_mulVec]
  exact h
```

Mathlib provides the derivative of the matrix function $s\mapsto \exp(sA)$, used here with $A=-iH$. The map `L` applies a matrix to the fixed vector $\psi$. Since it is linear, and continuous in finite dimension, it can be exchanged with the derivative. The rewrite by `Matrix.mulVec_mulVec` turns two successive applications of matrices into one application of their product, which is the form that the derivative of the exponential has.

The initial condition $U(0)=1$ is recorded separately.

```lean
lemma propagator_zero {n : Type*} [Fintype n] [DecidableEq n] (H : Matrix n n ℂ) :
    propagator H 0 = 1 := by
  rw [propagator, zero_smul, NormedSpace.exp_zero]
```

## The bound and the stationarity of dark vectors

The main theorem has two parts: the inequality $g\le d+e$, and the equation $U(t)\psi=\psi$ for every dark $\psi$ and every real $t$. The second part fixes the vector itself, including its phase, because the ground energy is zero.

```lean
variable [DecidableEq g] [DecidableEq e]

/-- The dark space has dimension at least `g - e`, written additively, and each of its
vectors is fixed by `exp(-itH)` at every time. -/
theorem dark_states (V : Matrix g e ℂ) (D : Matrix e e ℂ) :
    Fintype.card g ≤ Module.finrank ℂ (darkSpace V D) + Fintype.card e ∧
      ∀ ψ ∈ darkSpace V D, ∀ t : ℝ, propagator (hamiltonian V D) t *ᵥ ψ = ψ := by
  constructor
  · have h := finrank_darkSpace_add_rank V D
    have hr := Matrix.rank_le_card_width V
    omega
  · intro ψ hψ t
    -- the velocity vanishes, so the evolved vector keeps its initial value
    have hd : ∀ s : ℝ,
        HasDerivAt (fun s : ℝ => propagator (hamiltonian V D) s *ᵥ ψ) 0 s := by
      intro s
      have h := hasDerivAt_propagator (hamiltonian V D) ψ s
      rw [Matrix.smul_mulVec, hψ.2, smul_zero, Matrix.mulVec_zero] at h
      exact h
    have hc := is_const_of_deriv_eq_zero (fun s => (hd s).differentiableAt)
      (fun s => (hd s).deriv) t 0
    simpa only [propagator_zero, Matrix.one_mulVec] using hc
```

The first part combines the exact dimension with `Matrix.rank_le_card_width`, which bounds the rank by the number of columns. In the second part, `hd` states that the velocity is zero at every time `s`: the general derivative formula is specialised to `hamiltonian V D`, and `hψ.2`, the equation $H\psi=0$, is inserted. A function whose derivative vanishes everywhere takes the same value at `t` and at `0`, and $U(0)=1$ identifies that value as $\psi$.

## Dark vectors as those that are never excited

The converse makes the dark space recognisable from the dynamics alone: it consists of the initial vectors whose excited amplitudes are zero at every time.

```lean
/-- A vector is dark if and only if its evolution has zero excited amplitude at
every time. -/
theorem mem_darkSpace_iff_never_excited (V : Matrix g e ℂ) (D : Matrix e e ℂ)
    (ψ : g ⊕ e → ℂ) :
    ψ ∈ darkSpace V D ↔
      ∀ (t : ℝ) (j : e), (propagator (hamiltonian V D) t *ᵥ ψ) (Sum.inr j) = 0 := by
  constructor
  · intro h t j
    rw [(dark_states V D).2 ψ h t]
    exact h.1 j
  · intro h
    have h0 : ∀ j, ψ (Sum.inr j) = 0 := fun j => by
      simpa only [propagator_zero, Matrix.one_mulVec] using h 0 j
    refine (mem_darkSpace_iff V D ψ).2 ⟨h0, ?_⟩
    funext j
    -- compare the two expressions for the initial rate of the excited amplitude
    have hd := hasDerivAt_pi.1 (hasDerivAt_propagator (hamiltonian V D) ψ 0) (Sum.inr j)
    have hz : HasDerivAt
        (fun s : ℝ => (propagator (hamiltonian V D) s *ᵥ ψ) (Sum.inr j)) 0 0 := by
      simp only [h]
      exact hasDerivAt_const _ _
    have hu := hd.unique hz
    rw [propagator_zero, Matrix.one_mulVec, Matrix.smul_mulVec, eq_ground_part h0,
      hamiltonian_mulVec_ground] at hu
    simpa using hu
```

One direction is immediate, since a dark vector does not move and has no excited amplitude to begin with. For the other, `h0` evaluates the hypothesis at time zero. Then `hd` gives the derivative of the excited amplitude `j` at time zero from the general formula, while `hz` gives it as zero because that amplitude is constantly zero. A derivative is unique, so the two values agree. After $H\psi$ has been rewritten as $(0,V^\dagger c)$, the equation says $-i(V^\dagger c)_j=0$, and the last step removes the factor $-i$.

The hypothesis concerns all real times, including negative ones, although the proof uses only the value and the derivative at $t=0$.

## The dark state of the Lambda system

In the last theorem `Fin 2` labels the two ground levels and `Fin 1` the excited one. The matrix `!![a; b]` is the column of couplings, `star` is complex conjugation, and the entry `d` is the excited-state block $D$, not the dimension $d$ used above.

```lean
/-- In the Lambda system with couplings `a` and `b` to one excited level, the ground
superposition with amplitudes `b*` and `-a*` lies in the dark space. -/
theorem lambda_system_dark (a b d : ℂ) :
    (Sum.elim ![star b, -star a] 0 : Fin 2 ⊕ Fin 1 → ℂ) ∈
      darkSpace !![a; b] !![d] := by
  refine (mem_darkSpace_iff _ _ _).2 ⟨fun _ => rfl, ?_⟩
  ext j
  fin_cases j
  simp [Matrix.mulVec, dotProduct, Fin.sum_univ_two, mul_comm]

end

end DarkStates
```

By the criterion, only $a^*b^*-b^*a^*=0$ has to be checked, and the final `simp` does so after writing out the sum over the two ground levels. The theorem states that the unnormalised vector $(b^*,-a^*,0)$ belongs to the dark space for all complex `a`, `b` and `d`. When both couplings vanish this vector is zero, and every ground superposition is dark.

```lean
#print axioms DarkStates.finrank_darkSpace_add_rank
#print axioms DarkStates.finrank_darkSpace_minimal_iff
#print axioms DarkStates.mem_darkSpace_iff_never_excited
#print axioms DarkStates.lambda_system_dark
```

```
'DarkStates.finrank_darkSpace_add_rank' depends on axioms: [propext, Classical.choice, Quot.sound]
'DarkStates.finrank_darkSpace_minimal_iff' depends on axioms: [propext, Classical.choice, Quot.sound]
'DarkStates.mem_darkSpace_iff_never_excited' depends on axioms: [propext, Classical.choice, Quot.sound]
'DarkStates.lambda_system_dark' depends on axioms: [propext, Classical.choice, Quot.sound]
```
